# The classical Debye-Waller factor for positive definite harmonic force constants

Atoms in a solid at finite temperature are displaced from their equilibrium sites, so a wave scattered by an atom picks up a fluctuating phase factor. The elastic scattering amplitude contains the thermal average of that factor, and this average, a function of temperature and scattering vector, enters the diffraction intensities predicted for a vibrating lattice. When the nuclei are classical, the potential is exactly quadratic and its force-constant matrix is positive definite, the average is a Gaussian integral with a closed form.

## The Gaussian integral and the averaged phase factor

Collect the displacements of $N$ coordinates in $u\in\mathbb{R}^N$. Let $\Phi$ be the real symmetric $N\times N$ force-constant matrix, so that the energy is $E(u)=\tfrac12 u^{\mathsf T}\Phi u$. Temperature $T$ is measured in energy units ($k_B=1$). Let $q\in\mathbb{R}^N$ be conjugate to $u$; for one atom and a scattering vector $\mathbf K$, the vector $q$ holds $\mathbf K$ in the three slots of that atom and zero elsewhere. Define

$$W(q)=\tfrac12\,T\,q^{\mathsf T}\Phi^{-1}q,\qquad Z=\int e^{-E(u)/T}\,d^Nu,\qquad \langle f\rangle=\frac1Z\int f(u)\,e^{-E(u)/T}\,d^Nu .$$

For positive definite $\Phi$ and $T>0$,

$$\int e^{\,i q\cdot u-E(u)/T}\,d^Nu=\sqrt{\frac{(2\pi T)^N}{\det\Phi}}\;e^{-W(q)} .$$

Positive definiteness says that the reference structure is a strict minimum: every displacement pattern costs energy. Four statements follow. The partition function is $Z=\sqrt{(2\pi T)^N/\det\Phi}>0$. The averaged phase factor is $\langle e^{iq\cdot u}\rangle=e^{-W(q)}$. For $q\neq0$ its modulus is below one and is strictly smaller at the higher of two temperatures. For $\Phi=\kappa\,1$ with a common spring constant $\kappa>0$, the average is $e^{-T\,q\cdot q/(2\kappa)}$. The convention is that $e^{-W}$ multiplies an amplitude, so its square is $e^{-2W}$.

## Force constants, samplers and reference free energies

A code that has a positive definite $\Phi$ for a finite system, for instance from electronic-structure forces, can obtain the classical harmonic damping of an amplitude from one linear solve $\Phi x=q$, since $W=\tfrac12 T\,q\cdot x$. The raw matrix of a free periodic cell is singular, and for a single-atom $q$ with $\mathbf K\neq0$ that system has no solution until the uniform translations are removed, as discussed in the last section. For a single atom, $W$ involves the $3\times3$ diagonal block of $\Phi^{-1}$, which in general differs from the inverse of the diagonal block of $\Phi$. A Monte Carlo or thermostatted molecular-dynamics run on a purely quadratic potential can be compared with $e^{-W}$ to test whether it samples the canonical configurational distribution. Once a unit of length is fixed, the closed form of $Z$ gives the configurational free energy $-T\ln Z$ of a classical harmonic reference system.

## Reduction to normal modes

A positive definite matrix can be written $\Phi=U\,\mathrm{diag}(d)\,U^{\mathsf T}$, with $U^{\mathsf T}U=1$ and mode stiffnesses $d_k>0$, where $k$ labels the modes. For any real numbers $c_k$ and any vector $x$,

$$x^{\mathsf T}U\,\mathrm{diag}(c)\,U^{\mathsf T}x=\sum_k c_k\,(U^{\mathsf T}x)_k^2 .$$

Substitute $u=Uv$. From $U^{\mathsf T}U=1$ we get $(\det U)^2=1$, so $d^Nu=d^Nv$. The formula above with $c=d$ and $x=Uv$ gives $E(Uv)=\tfrac12\sum_k d_kv_k^2$, and $q\cdot Uv=p\cdot v$ with $p=U^{\mathsf T}q$. The integrand is now a product over modes, and the integral is $\prod_k J_k(p_k)$ with

$$J_k(s)=\int_{-\infty}^{\infty}e^{\,isy-d_ky^2/(2T)}\,dy .$$

Differentiate under the integral, use $y\,e^{-d_ky^2/(2T)}=-(T/d_k)\,\partial_y e^{-d_ky^2/(2T)}$, and integrate by parts. This yields $J_k'(s)=-(Ts/d_k)\,J_k(s)$. With $J_k(0)=\sqrt{2\pi T/d_k}$,

$$J_k(p_k)=\sqrt{\frac{2\pi T}{d_k}}\;e^{-Tp_k^2/(2d_k)} .$$

It remains to collect the factors. Since $\det\Phi=(\det U)^2\prod_kd_k=\prod_kd_k$, the prefactors multiply to $\sqrt{(2\pi T)^N/\det\Phi}$. The matrix $U\,\mathrm{diag}(1/d)\,U^{\mathsf T}$ multiplies $\Phi$ to the identity, so it is $\Phi^{-1}$, and the quadratic-form formula with $c_k=1/d_k$ and $x=q$ gives $W(q)=\sum_kTp_k^2/(2d_k)$, the sum of the exponents. Setting $q=0$ gives $Z$, and dividing by $Z>0$ gives $e^{-W}$. The inverse of a positive definite matrix is positive definite, so for $q\ne0$ the exponent $W$ is $T$ times a positive number, which gives both inequalities. For $\Phi=\kappa\,1$ take $U=1$ and $d_k=\kappa$.

## One coordinate, and two particles between walls

For $N=1$ and $\Phi=(\kappa)$ the identity is the single-mode integral, $\sqrt{2\pi T/\kappa}\,e^{-Tq^2/(2\kappa)}$. The theorems also admit $N=0$, where the integral, $Z$ and the average all equal one, and the damping statement is empty because no nonzero $q$ exists.

Two particles on a line, joined to each other and to fixed walls by three unit springs, have

$$\Phi=\begin{pmatrix}2&-1\\-1&2\end{pmatrix},\qquad \det\Phi=3,\qquad \Phi^{-1}=\frac13\begin{pmatrix}2&1\\1&2\end{pmatrix}.$$

Take $T=0.3$ and $q=(1,0)$. Then $W=\tfrac12\cdot0.3\cdot\tfrac23=0.1$. The normalised modes are $(1,1)/\sqrt2$ with $d=1$ and $(1,-1)/\sqrt2$ with $d=3$; both have $p_k^2=\tfrac12$, and the mode sum is $0.075+0.025=0.1$. Thus $e^{-W}\approx0.905$, $Z=0.6\pi/\sqrt3\approx1.088$, and the unnormalised integral is about $0.985$. At $T=0.6$ the factor falls to $e^{-0.2}\approx0.819$. Inverting only the diagonal element, $1/2$ in place of $2/3$, would give $W=0.075$ at $T=0.3$.

## Displacements, weight and average in Lean

Coordinates and modes are both labelled by a finite type `n`, and `Fintype.card n` is $N$. A displacement is a function `n → ℝ`, and `∫ u` is integration against Lebesgue measure on $\mathbb{R}^N$. The expression `u ⬝ᵥ Φ *ᵥ u` is $u^{\mathsf T}\Phi u$. The definitions `energy`, `boltzmann`, `partition`, `thermalAvg` and `dwExponent` are $E$, $e^{-E/T}$, $Z$, $\langle\cdot\rangle$ and $W$. The hypothesis `Φ.PosDef` contains symmetry as well as positivity, and `hT` is $T>0$. The main identity is `debye_waller_integral`, an equation between complex numbers whose right side is real. The four consequences are `partition_eq`, `debye_waller_factor`, `thermal_damping` and `debye_waller_isotropic`; in `thermal_damping` the same `Φ` is used at both temperatures $0<T<T'$. The first three assume `Φ.PosDef` and $T>0$, and the last assumes $\kappa>0$ and $T>0$, also where a docstring does not repeat this. In the docstrings the exponent `ⁿ` stands for $N$, and "averaged phase" means the average of the phase factor $e^{iq\cdot u}$.

```lean
import Mathlib

open MeasureTheory Matrix Complex GaussianFourier
open scoped Real

namespace ClassicalDebyeWaller

noncomputable section

variable {n : Type*} [Fintype n] [DecidableEq n]

/-- Harmonic potential energy `uᵀ Φ u / 2` of the displacement `u`. -/
def energy (Φ : Matrix n n ℝ) (u : n → ℝ) : ℝ := u ⬝ᵥ Φ *ᵥ u / 2

/-- Boltzmann weight `exp (-E(u)/T)` with `k_B = 1`. -/
def boltzmann (Φ : Matrix n n ℝ) (T : ℝ) (u : n → ℝ) : ℝ := Real.exp (-(energy Φ u / T))

/-- Configurational partition function: the integral of the Boltzmann weight. -/
def partition (Φ : Matrix n n ℝ) (T : ℝ) : ℝ := ∫ u, boltzmann Φ T u

/-- Classical thermal average of a function of the displacements. -/
def thermalAvg (Φ : Matrix n n ℝ) (T : ℝ) (f : (n → ℝ) → ℂ) : ℂ :=
  (∫ u, f u * (boltzmann Φ T u : ℂ)) / (partition Φ T : ℂ)

/-- Debye-Waller exponent `W(q) = T qᵀ Φ⁻¹ q / 2`. -/
def dwExponent (Φ : Matrix n n ℝ) (T : ℝ) (q : n → ℝ) : ℝ := T * (q ⬝ᵥ Φ⁻¹ *ᵥ q) / 2

/-- A positive definite force-constant matrix is `U diag(d) Uᵀ` with orthogonal `U` and
positive mode stiffnesses `d`. -/
theorem normal_modes {Φ : Matrix n n ℝ} (hΦ : Φ.PosDef) :
    ∃ (U : Matrix n n ℝ) (d : n → ℝ),
      Uᵀ * U = 1 ∧ (∀ k, 0 < d k) ∧ Φ = U * diagonal d * Uᵀ := by
  refine ⟨(hΦ.1.eigenvectorUnitary : Matrix n n ℝ), hΦ.1.eigenvalues, ?_,
    hΦ.eigenvalues_pos, ?_⟩
  · have h := Matrix.mem_unitaryGroup_iff'.mp hΦ.1.eigenvectorUnitary.2
    rwa [star_eq_conjTranspose, conjTranspose_eq_transpose_of_trivial] at h
  · have h : Φ = (hΦ.1.eigenvectorUnitary : Matrix n n ℝ) *
        diagonal (RCLike.ofReal ∘ hΦ.1.eigenvalues : n → ℝ) *
        star (hΦ.1.eigenvectorUnitary : Matrix n n ℝ) := hΦ.1.spectral_theorem
    rw [star_eq_conjTranspose, conjTranspose_eq_transpose_of_trivial] at h
    exact h

/-- The quadratic form of `U diag(c) Uᵀ` is the `c`-weighted sum of squared mode
coordinates `Uᵀ x`. -/
theorem quadratic_form_modes (U : Matrix n n ℝ) (c x : n → ℝ) :
    x ⬝ᵥ (U * diagonal c * Uᵀ) *ᵥ x = ∑ k, c k * (Uᵀ *ᵥ x) k ^ 2 := by
  rw [← mulVec_mulVec, ← mulVec_mulVec, dotProduct_mulVec, ← mulVec_transpose]
  generalize Uᵀ *ᵥ x = y
  simp only [dotProduct, mulVec_diagonal]
  exact Finset.sum_congr rfl fun k _ => by ring

/-- The orthogonal change of coordinates `u = U v` leaves the integral of a continuous
function unchanged. -/
theorem integral_comp_orthogonal {U : Matrix n n ℝ} (hU : Uᵀ * U = 1)
    {f : (n → ℝ) → ℂ} (hf : Continuous f) : ∫ v, f (U *ᵥ v) = ∫ u, f u := by
  -- the Jacobian has modulus one
  have hd : |U.det| = 1 := by
    have h := congrArg det hU
    rw [det_mul, det_transpose, det_one] at h
    rcases mul_self_eq_one_iff.mp h with h | h <;> simp [h]
  have h0 : U.det ≠ 0 := fun h => by simp [h] at hd
  have hmap : Measure.map (toLin' U) volume = volume := by
    rw [Real.map_matrix_volume_pi_eq_smul_volume_pi h0]
    simp [abs_inv, hd]
  have hc : Continuous (toLin' U) := LinearMap.continuous_of_finiteDimensional _
  calc ∫ v, f (U *ᵥ v) = ∫ u, f u ∂(Measure.map (toLin' U) volume) := by
        rw [integral_map hc.measurable.aemeasurable hf.aestronglyMeasurable]
        simp only [toLin'_apply]
    _ = ∫ u, f u := by rw [hmap]

/-- For `Φ = U diag(d) Uᵀ` with orthogonal `U` and nonzero `d`, the Debye-Waller exponent
is the mode sum `∑ₖ T (Uᵀq)ₖ² / (2 dₖ)`. -/
theorem dwExponent_modes {U : Matrix n n ℝ} {d : n → ℝ} (hU : Uᵀ * U = 1)
    (hd : ∀ k, d k ≠ 0) (T : ℝ) (q : n → ℝ) :
    dwExponent (U * diagonal d * Uᵀ) T q = ∑ k, T * (Uᵀ *ᵥ q) k ^ 2 / (2 * d k) := by
  have hD : diagonal d * diagonal (fun k => (d k)⁻¹) = 1 := by
    rw [diagonal_mul_diagonal, ← diagonal_one]
    congr 1
    funext k
    exact mul_inv_cancel₀ (hd k)
  have hinv : (U * diagonal d * Uᵀ)⁻¹ = U * diagonal (fun k => (d k)⁻¹) * Uᵀ := by
    apply Matrix.inv_eq_right_inv
    calc U * diagonal d * Uᵀ * (U * diagonal (fun k => (d k)⁻¹) * Uᵀ)
        = U * (diagonal d * (Uᵀ * U) * diagonal (fun k => (d k)⁻¹)) * Uᵀ := by
          simp only [Matrix.mul_assoc]
      _ = 1 := by rw [hU, Matrix.mul_one, hD, Matrix.mul_one, mul_eq_one_comm.mp hU]
  unfold dwExponent
  rw [hinv, quadratic_form_modes, Finset.mul_sum, Finset.sum_div]
  exact Finset.sum_congr rfl fun k _ => by ring

omit [DecidableEq n] in
/-- For independent modes of stiffness `dₖ > 0` at `T > 0`, the integral of
`exp (i p·v - ∑ dₖ vₖ² / 2T)` is `∏ₖ sqrt (2πT/dₖ) exp (-T pₖ² / 2dₖ)`. -/
theorem mode_integral {d : n → ℝ} {T : ℝ} (hd : ∀ k, 0 < d k) (hT : 0 < T) (p : n → ℝ) :
    ∫ v : n → ℝ, cexp (I * ((p ⬝ᵥ v : ℝ) : ℂ) - (((∑ k, d k * v k ^ 2) / 2 / T : ℝ) : ℂ)) =
      ((∏ k, Real.sqrt (2 * π * T / d k) * Real.exp (-(T * p k ^ 2 / (2 * d k))) : ℝ) : ℂ) := by
  have hb : ∀ k, 0 < ((d k / (2 * T) : ℝ) : ℂ).re := fun k => by
    rw [Complex.ofReal_re]
    exact div_pos (hd k) (by positivity)
  have h := integral_cexp_neg_sum_mul_add (b := fun k => ((d k / (2 * T) : ℝ) : ℂ)) hb
    (fun k => I * (p k : ℂ))
  have e : ∀ v : n → ℝ, I * ((p ⬝ᵥ v : ℝ) : ℂ) - (((∑ k, d k * v k ^ 2) / 2 / T : ℝ) : ℂ) =
      -∑ k, ((d k / (2 * T) : ℝ) : ℂ) * (v k : ℂ) ^ 2 + ∑ k, I * (p k : ℂ) * (v k : ℂ) := by
    intro v
    simp only [dotProduct, Finset.sum_div]
    push_cast
    rw [Finset.mul_sum, neg_add_eq_sub]
    congr 1 <;> exact Finset.sum_congr rfl fun k _ => by ring
  have hs : ∀ x : ℝ, 0 ≤ x → (x : ℂ) ^ (1 / 2 : ℂ) = (Real.sqrt x : ℝ) := by
    intro x hx
    rw [Real.sqrt_eq_rpow, Complex.ofReal_cpow hx]
    simp
  -- the factor contributed by one mode
  have hk : ∀ k, ((π : ℂ) / ((d k / (2 * T) : ℝ) : ℂ)) ^ (1 / 2 : ℂ) *
      cexp ((I * (p k : ℂ)) ^ 2 / (4 * ((d k / (2 * T) : ℝ) : ℂ))) =
      ((Real.sqrt (2 * π * T / d k) * Real.exp (-(T * p k ^ 2 / (2 * d k))) : ℝ) : ℂ) := by
    intro k
    have hdk := hd k
    have hdc : (d k : ℂ) ≠ 0 := Complex.ofReal_ne_zero.mpr hdk.ne'
    have hTc : (T : ℂ) ≠ 0 := Complex.ofReal_ne_zero.mpr hT.ne'
    have h1 : (π : ℂ) / ((d k / (2 * T) : ℝ) : ℂ) = ((2 * π * T / d k : ℝ) : ℂ) := by
      push_cast
      field_simp
    have h2 : (I * (p k : ℂ)) ^ 2 / (4 * ((d k / (2 * T) : ℝ) : ℂ)) =
        ((-(T * p k ^ 2 / (2 * d k)) : ℝ) : ℂ) := by
      rw [mul_pow, Complex.I_sq]
      push_cast
      field_simp
      ring
    rw [h1, h2, hs (2 * π * T / d k) (by positivity), ← Complex.ofReal_exp,
      ← Complex.ofReal_mul]
  simp only [e]
  refine h.trans ?_
  rw [Complex.ofReal_prod]
  exact Finset.prod_congr rfl fun k _ => hk k

/-- For positive definite `Φ` and `T > 0`, the integral of `exp (i q·u - uᵀΦu / 2T)` over
all displacements is `sqrt ((2πT)ⁿ / det Φ) exp (-T qᵀΦ⁻¹q / 2)`. -/
theorem debye_waller_integral {Φ : Matrix n n ℝ} {T : ℝ} (hΦ : Φ.PosDef) (hT : 0 < T)
    (q : n → ℝ) :
    ∫ u : n → ℝ, cexp (I * ((q ⬝ᵥ u : ℝ) : ℂ) - ((energy Φ u / T : ℝ) : ℂ)) =
      ((Real.sqrt ((2 * π * T) ^ Fintype.card n / Φ.det) *
        Real.exp (-dwExponent Φ T q) : ℝ) : ℂ) := by
  have hc : Continuous fun u : n → ℝ =>
      cexp (I * ((q ⬝ᵥ u : ℝ) : ℂ) - ((energy Φ u / T : ℝ) : ℂ)) := by
    simp only [energy, dotProduct, mulVec]
    fun_prop
  obtain ⟨U, d, hU, hd, rfl⟩ := normal_modes hΦ
  -- pass to normal coordinates
  refine (integral_comp_orthogonal hU hc).symm.trans ?_
  have e1 : ∀ v, q ⬝ᵥ U *ᵥ v = (Uᵀ *ᵥ q) ⬝ᵥ v := fun v => by
    rw [dotProduct_mulVec, mulVec_transpose]
  have e2 : ∀ v, energy (U * diagonal d * Uᵀ) (U *ᵥ v) = (∑ k, d k * v k ^ 2) / 2 := fun v => by
    unfold energy
    rw [quadratic_form_modes, mulVec_mulVec, hU, one_mulVec]
  have hdet : (U * diagonal d * Uᵀ).det = ∏ k, d k := by
    have h := congrArg det hU
    rw [det_mul, det_one] at h
    rw [det_mul, det_mul, det_diagonal]
    linear_combination (∏ k, d k) * h
  -- collect the prefactors
  have hs : ∀ k, Real.sqrt (2 * π * T / d k) ^ 2 = 2 * π * T / d k := fun k =>
    Real.sq_sqrt (div_pos (by positivity) (hd k)).le
  have hsq : (∏ k, Real.sqrt (2 * π * T / d k)) ^ 2 =
      (2 * π * T) ^ Fintype.card n / ∏ k, d k := by
    rw [← Finset.prod_pow]
    simp only [hs]
    rw [Finset.prod_div_distrib, Finset.prod_const, Finset.card_univ]
  simp only [e1, e2]
  rw [mode_integral hd hT, dwExponent_modes hU (fun k => (hd k).ne'), hdet, ← hsq,
    Real.sqrt_sq (Finset.prod_nonneg fun k _ => Real.sqrt_nonneg _),
    Finset.prod_mul_distrib, ← Real.exp_sum, Finset.sum_neg_distrib]

/-- The partition function equals `sqrt ((2πT)ⁿ / det Φ)` and is positive. -/
theorem partition_eq {Φ : Matrix n n ℝ} {T : ℝ} (hΦ : Φ.PosDef) (hT : 0 < T) :
    partition Φ T = Real.sqrt ((2 * π * T) ^ Fintype.card n / Φ.det) ∧ 0 < partition Φ T := by
  have hZ : partition Φ T = Real.sqrt ((2 * π * T) ^ Fintype.card n / Φ.det) := by
    have h := debye_waller_integral hΦ hT 0
    simp only [zero_dotProduct, dwExponent, Complex.ofReal_zero, mul_zero, zero_sub, zero_div,
      neg_zero, Real.exp_zero, mul_one] at h
    apply Complex.ofReal_injective
    rw [← h]
    unfold partition
    rw [← integral_complex_ofReal]
    simp only [boltzmann, Complex.ofReal_exp, Complex.ofReal_neg]
  exact ⟨hZ, hZ ▸ Real.sqrt_pos.mpr (div_pos (by positivity) hΦ.det_pos)⟩

/-- Classical Debye-Waller factor: the thermal average of `exp (i q·u)` is `exp (-W(q))`. -/
theorem debye_waller_factor {Φ : Matrix n n ℝ} {T : ℝ} (hΦ : Φ.PosDef) (hT : 0 < T)
    (q : n → ℝ) :
    thermalAvg Φ T (fun u => cexp (I * ((q ⬝ᵥ u : ℝ) : ℂ))) =
      ((Real.exp (-dwExponent Φ T q) : ℝ) : ℂ) := by
  have hZ := partition_eq hΦ hT
  have e : ∀ u, cexp (I * ((q ⬝ᵥ u : ℝ) : ℂ)) * (boltzmann Φ T u : ℂ) =
      cexp (I * ((q ⬝ᵥ u : ℝ) : ℂ) - ((energy Φ u / T : ℝ) : ℂ)) := fun u => by
    unfold boltzmann
    rw [Complex.ofReal_exp, ← Complex.exp_add, Complex.ofReal_neg, sub_eq_add_neg]
  unfold thermalAvg
  simp only [e]
  rw [debye_waller_integral hΦ hT, ← hZ.1, Complex.ofReal_mul,
    mul_div_cancel_left₀ _ (Complex.ofReal_ne_zero.mpr hZ.2.ne')]

/-- For `q ≠ 0` the modulus of the averaged phase is below one and is strictly smaller at
the higher of two temperatures. -/
theorem thermal_damping {Φ : Matrix n n ℝ} {T T' : ℝ} (hΦ : Φ.PosDef) (hT : 0 < T)
    (hTT : T < T') {q : n → ℝ} (hq : q ≠ 0) :
    ‖thermalAvg Φ T' (fun u => cexp (I * ((q ⬝ᵥ u : ℝ) : ℂ)))‖ <
        ‖thermalAvg Φ T (fun u => cexp (I * ((q ⬝ᵥ u : ℝ) : ℂ)))‖ ∧
      ‖thermalAvg Φ T (fun u => cexp (I * ((q ⬝ᵥ u : ℝ) : ℂ)))‖ < 1 := by
  have hp : 0 < q ⬝ᵥ Φ⁻¹ *ᵥ q := by
    simpa only [star_trivial] using hΦ.inv.dotProduct_mulVec_pos hq
  rw [debye_waller_factor hΦ hT, debye_waller_factor hΦ (hT.trans hTT)]
  simp only [Complex.norm_real, Real.norm_eq_abs, Real.abs_exp, dwExponent]
  have h1 := mul_pos hT hp
  have h2 := mul_lt_mul_of_pos_right hTT hp
  exact ⟨Real.exp_lt_exp.mpr (by linarith),
    (Real.exp_lt_exp.mpr (by linarith)).trans_eq Real.exp_zero⟩

/-- For isotropic force constants `Φ = κ 1` with `κ > 0`, the thermal average of
`exp (i q·u)` is `exp (-T q·q / 2κ)`. -/
theorem debye_waller_isotropic {κ T : ℝ} (hκ : 0 < κ) (hT : 0 < T) (q : n → ℝ) :
    thermalAvg (κ • (1 : Matrix n n ℝ)) T (fun u => cexp (I * ((q ⬝ᵥ u : ℝ) : ℂ))) =
      ((Real.exp (-(T * (q ⬝ᵥ q) / (2 * κ))) : ℝ) : ℂ) := by
  have hpd : (diagonal fun _ : n => κ).PosDef := posDef_diagonal_iff.mpr fun _ => hκ
  have hW := dwExponent_modes (U := (1 : Matrix n n ℝ)) (d := fun _ => κ) (by simp)
    (fun _ => hκ.ne') T q
  simp only [transpose_one, Matrix.one_mul, Matrix.mul_one, one_mulVec] at hW
  have hs : ∑ k, T * q k ^ 2 / (2 * κ) = T * (q ⬝ᵥ q) / (2 * κ) := by
    simp only [dotProduct, Finset.mul_sum, Finset.sum_div, sq]
  rw [Matrix.smul_one_eq_diagonal, debye_waller_factor hpd hT, hW, hs]

end

end ClassicalDebyeWaller
```

```lean
#print axioms ClassicalDebyeWaller.debye_waller_factor
#print axioms ClassicalDebyeWaller.thermal_damping
#print axioms ClassicalDebyeWaller.debye_waller_isotropic
```

```
'ClassicalDebyeWaller.debye_waller_factor' depends on axioms: [propext, Classical.choice, Quot.sound]
'ClassicalDebyeWaller.thermal_damping' depends on axioms: [propext, Classical.choice, Quot.sound]
'ClassicalDebyeWaller.debye_waller_isotropic' depends on axioms: [propext, Classical.choice, Quot.sound]
```

## From the spectral theorem to the four consequences

`normal_modes` takes $U$ and $d$ from Mathlib's `spectral_theorem`, with `eigenvalues_pos` supplying $d_k>0$. `quadratic_form_modes` moves $U$ across the dot product, names $U^{\mathsf T}x$ as `y`, and compares the sums term by term. `integral_comp_orthogonal` is the Jacobian step: `hd` shows $|\det U|=1$, and `hmap` concludes that the map $v\mapsto Uv$ carries Lebesgue measure to itself. It is stated for continuous integrands, which supplies the measurability that `integral_map` asks for. `dwExponent_modes` verifies the inverse in `hinv` by multiplying out, then applies the quadratic-form lemma; nonzero $d_k$ suffice there.

`mode_integral` does not repeat the differential-equation argument. It invokes Mathlib's `integral_cexp_neg_sum_mul_add`, which evaluates the integral of $\exp(-\sum_kb_kv_k^2+\sum_ka_kv_k)$, for complex $a_k$ and for $b_k$ with positive real part, as $\prod_k(\pi/b_k)^{1/2}e^{a_k^2/(4b_k)}$. The choice is $b_k=d_k/(2T)$ and $a_k=ip_k$. Step `e` brings the exponent into that shape, and `hk` rewrites each factor as $J_k(p_k)$, using $i^2=-1$ and identifying the complex power $1/2$ with the real square root.

In `debye_waller_integral`, `e1` and `e2` are $q\cdot Uv=p\cdot v$ and the diagonal energy, and `hdet` is $\det\Phi=\prod_kd_k$. The prefactors are collected by squaring their product in `hsq` and taking the nonnegative root. `partition_eq` specialises to $q=0$ and uses `det_pos` for positivity. `debye_waller_factor` merges the phase with the weight and cancels $Z$. `thermal_damping` gets $q^{\mathsf T}\Phi^{-1}q>0$ in `hp` and finishes by monotonicity of the exponential. `debye_waller_isotropic` uses the mode sum with $U=1$.

## Zero modes, quantum motion and anharmonicity

The theorems are exact statements about real numbers for every finite $N$, every positive definite $\Phi$, every $T>0$ and every $q$, the damping inequalities requiring $q\neq0$. Positive definiteness is assumed and not derived from any potential. The raw force-constant matrix of a free periodic cell fails it, because uniform translations cost no energy; the result applies once those directions are projected out or pinned, provided the reduced matrix is then positive definite, and the value of $W$ for a single atom depends on which of these choices is made. For a singular matrix Lean's `Φ⁻¹` is zero, so `dwExponent` carries no physical meaning there. Saddle points, whose matrices have negative eigenvalues, are likewise excluded.

The matrix is not mass-weighted and `partition` has no momentum integral, so masses never enter. The modes used here are eigenvectors of $\Phi$ itself and need not be the vibrational normal modes when the masses differ. The energy is exactly quadratic on all of $\mathbb{R}^N$, and $\Phi$ does not change with $T$, so anharmonicity and thermal expansion are absent, also from the monotonic damping. The sum over atoms that builds a structure factor, the limit of an infinite crystal, and rounding error in a nearly singular solve are not treated.

Two standard readings of the formula appear in no theorem of the file. The first is that $T\Phi^{-1}$ is the displacement covariance $\langle uu^{\mathsf T}\rangle$, so that $W=\tfrac12\langle(q\cdot u)^2\rangle$. The second concerns quantum mechanics: for a single harmonic oscillator of mass $m$ and frequency $\omega$, with $\kappa=m\omega^2$, the quantum mean-square displacement $(\hbar/2m\omega)\coth(\hbar\omega/2T)$ approaches $T/\kappa$ for $T\gg\hbar\omega$. As $T\to0$ the classical factor tends to one, whereas zero-point motion keeps the quantum factor below one for $q\neq0$, so the classical expression describes the high-temperature regime of a finite harmonic system.
